# An equal-area disc overestimates the on-site Coulomb integral of a square grid cell

If the Coulomb kernel $1/r$ is sampled at the grid points of a two-dimensional charge density, the entry for a charge's own grid point is infinite. Integrating the kernel over the square cell around that point gives a finite entry instead. A disc of equal area gives a simpler integral, but a different value. The problems below compute both integrals and compare them. The comparison concerns the potential at the centre of a uniformly charged cell, for the bare kernel with no screening or periodic images. It does not decide which diagonal entry gives the more accurate Hartree potential when the other entries are sampled values of $1/r$.

## The kernel, the cell and the disc

With the Coulomb prefactor set to one, the kernel is $K(x,y)=1/\sqrt{x^2+y^2}$. Its integral over a cell is the potential at the centre of that cell when it carries unit surface charge density. It is not the double integral in which both charges are spread over the cell.

```lean
import Mathlib

open MeasureTheory Set
open scoped Real

namespace PlanarCoulombOnSite

noncomputable section
```

The plane is `ℝ × ℝ` with Lebesgue measure, so the value assigned to $K$ at the origin has no effect on any integral.

```lean
/-- The planar Coulomb kernel `1/√(x² + y²)`, defined physically away from the origin. -/
def coulombKernel (p : ℝ × ℝ) : ℝ := 1 / √(p.1 ^ 2 + p.2 ^ 2)
```

A cell is a centred rectangle given by its half-sides $a$ and $b$; a square of side $h$ is therefore `cell (h / 2) (h / 2)`.

```lean
/-- The rectangular grid cell with half-sides `a` and `b`, centred at the origin. -/
def cell (a b : ℝ) : Set (ℝ × ℝ) := Icc (-a) a ×ˢ Icc (-b) b
```

The disc $D_R$ is the set $x^2+y^2\le R^2$.

```lean
/-- The disc of radius `R ≥ 0` centred at the origin. -/
def disc (R : ℝ) : Set (ℝ × ℝ) := {p | p.1 ^ 2 + p.2 ^ 2 ≤ R ^ 2}
```

The last definition is $L_c(y)=\ln\bigl(y+\sqrt{c^2+y^2}\bigr)$, which will serve as an antiderivative of $K$ along a line at distance $|c|>0$ from the origin. Comments in the code call the origin "the charge", because $K$ is also the potential of a unit point charge placed there.

```lean
/-- The function `ln(y + √(c² + y²))` of `y`, with parameter `c`. -/
def lineLog (c y : ℝ) : ℝ := Real.log (y + √(c ^ 2 + y ^ 2))
```

## (a) Radial functions on a disc

**Task.** Let the integral of a non-integrable function be $0$, as in Lean. For $R\ge 0$ and any $f:\mathbb R\to\mathbb R$, show that
$$\int_{D_R} f\bigl(\sqrt{x^2+y^2}\bigr)\,dx\,dy=2\pi\int_0^R r f(r)\,dr .$$

**Solution.** In polar coordinates $dx\,dy=r\,dr\,d\theta$. The integrand does not depend on $\theta$, so the angular integral over $(-\pi,\pi)$ gives $2\pi$ and the radial integral remains.

In the code, `integral_comp_polarCoord_symm` changes the variables, `hpt` writes the integrand as a function of $r$ times $1$, and `setIntegral_prod_mul` separates the two factors.

```lean
/-- A radial function integrates over a disc of radius `R ≥ 0` to `2π ∫ r f(r) dr`,
taken from `0` to `R`. -/
theorem integral_disc_radial (f : ℝ → ℝ) {R : ℝ} (hR : 0 ≤ R) :
    ∫ p in disc R, f (√(p.1 ^ 2 + p.2 ^ 2)) = 2 * π * ∫ r in (0 : ℝ)..R, r * f r := by
  have hm : MeasurableSet (disc R) := by
    unfold disc
    exact measurableSet_le (by fun_prop) (by fun_prop)
  have ht : polarCoord.target = Ioi (0 : ℝ) ×ˢ Ioo (-π) π := rfl
  rw [← integral_indicator hm, ← integral_comp_polarCoord_symm]
  -- in polar coordinates the integrand depends on the radius only
  have hpt : ∀ p ∈ polarCoord.target,
      p.1 • (disc R).indicator (fun p : ℝ × ℝ => f (√(p.1 ^ 2 + p.2 ^ 2))) (polarCoord.symm p)
        = (Iic R).indicator (fun r => r * f r) p.1 * 1 := by
    rintro ⟨r, θ⟩ hp
    rw [ht] at hp
    have hr : 0 < r := hp.1
    have hs : polarCoord.symm (r, θ) = (r * Real.cos θ, r * Real.sin θ) := rfl
    have hq : (r * Real.cos θ) ^ 2 + (r * Real.sin θ) ^ 2 = r ^ 2 := by
      linear_combination r ^ 2 * Real.sin_sq_add_cos_sq θ
    have hle : r ^ 2 ≤ R ^ 2 ↔ r ≤ R := pow_le_pow_iff_left₀ hr.le hR two_ne_zero
    simp only [Set.indicator, hs, disc, Set.mem_ofPred_eq, mem_Iic, hq, hle, Real.sqrt_sq hr.le,
      smul_eq_mul, mul_one]
    by_cases h : r ≤ R <;> simp [h]
  have hθ : ∫ _ in Ioo (-π) π, (1 : ℝ) = 2 * π := by
    have hπ : -π ≤ π := by linarith [Real.pi_pos]
    rw [← integral_Ioc_eq_integral_Ioo, ← intervalIntegral.integral_of_le hπ]
    simp only [intervalIntegral.integral_const, smul_eq_mul]
    ring
  rw [setIntegral_congr_fun polarCoord.open_target.measurableSet hpt, ht]
  refine (setIntegral_prod_mul (μ := volume) (ν := volume)
    ((Iic R).indicator fun r => r * f r) (fun _ => (1 : ℝ)) (Ioi 0) (Ioo (-π) π)).trans ?_
  rw [setIntegral_indicator measurableSet_Iic, Ioi_inter_Iic,
    ← intervalIntegral.integral_of_le hR, hθ, mul_comm]
```

## (b) The Coulomb integral of a disc

**Task.** For $R\ge0$, show that
$$\int_{D_R}K\,dx\,dy=2\pi R .$$

**Solution.** Put $f(r)=1/r$ in (a). For $r>0$ the Jacobian cancels the singularity, $r\cdot(1/r)=1$, and $\int_0^R 1\,dr=R$. The step `h1` is this cancellation.

```lean
/-- The Coulomb kernel integrates to `2πR` over a disc of radius `R ≥ 0`. -/
theorem integral_disc {R : ℝ} (hR : 0 ≤ R) : ∫ p in disc R, coulombKernel p = 2 * π * R := by
  have h := integral_disc_radial (fun r => 1 / r) hR
  have h1 : ∫ r in (0 : ℝ)..R, r * (1 / r) = ∫ _ in (0 : ℝ)..R, (1 : ℝ) := by
    refine intervalIntegral.integral_congr_ae (Filter.Eventually.of_forall fun r hr => ?_)
    rw [uIoc_of_le hR] at hr
    exact mul_one_div_cancel hr.1.ne'
  rw [h1, intervalIntegral.integral_const, smul_eq_mul, mul_one, sub_zero] at h
  exact h
```

## (c) The disc with the area of a square

**Task.** Let $h>0$ be the side of a square, and let $D_R$ with $R\ge0$ have area $h^2$. Show that
$$\int_{D_R}K\,dx\,dy=2\sqrt\pi\,h .$$

**Solution.** With $f=1$, part (a) gives the area $2\pi\cdot R^2/2=\pi R^2$. Hence $\pi R^2=h^2$, and since both $R$ and $h$ are non-negative, $\sqrt\pi\,R=h$. By (b) the integral is $2\pi R=2\sqrt\pi\,(\sqrt\pi R)=2\sqrt\pi\,h$.

The hypothesis `area` states the equality of areas through `volume.real`, the Lebesgue measure as a real number. The step `hr` takes the square root.

```lean
/-- A disc of radius `R ≥ 0` and area `h²`, with `h > 0`, has Coulomb integral `2√π h`. -/
theorem integral_equal_area_disc {h R : ℝ} (hh : 0 < h) (hR : 0 ≤ R)
    (area : volume.real (disc R) = h ^ 2) :
    ∫ p in disc R, coulombKernel p = 2 * √π * h := by
  have e := integral_disc_radial (fun _ => 1) hR
  simp only [setIntegral_const, smul_eq_mul, mul_one, integral_id] at e
  have hp := Real.sq_sqrt Real.pi_pos.le
  have hr : √π * R = h := (sq_eq_sq₀ (by positivity) hh.le).1 (by
    linear_combination R ^ 2 * hp - e + area)
  rw [integral_disc hR]
  linear_combination 2 * √π * hr - 2 * R * hp
```

## (d) Integrability on a cell

**Task.** For $a,b>0$, show that $K$ is integrable over the cell:
$$\int_{-a}^{a}\!\int_{-b}^{b}|K|\,dy\,dx<\infty .$$

**Solution.** On the cell, $x^2+y^2\le a^2+b^2\le(a+b)^2$, so the cell lies inside $D_{a+b}$. There the non-negative kernel has the finite integral $2\pi(a+b)$.

Lean gives a non-integrable function the integral $0$, so the formula in (b) does not by itself look like a proof of integrability. It becomes one because $2\pi(a+b)\neq0$. There is no circle in this, since (a) assumes nothing about the integrability of $f$. `mono_set` then passes from the disc to the cell.

```lean
/-- The Coulomb kernel is integrable over every cell with positive half-sides. -/
theorem integrableOn_cell {a b : ℝ} (ha : 0 < a) (hb : 0 < b) :
    IntegrableOn coulombKernel (cell a b) := by
  -- a non-zero integral certifies integrability on a disc that contains the cell
  have hd : IntegrableOn coulombKernel (disc (a + b)) := by
    by_contra hn
    have h0 : ∫ p in disc (a + b), coulombKernel p = 0 := integral_undef hn
    rw [integral_disc (by positivity)] at h0
    have : 0 < 2 * π * (a + b) := by positivity
    linarith
  refine hd.mono_set ?_
  rintro ⟨x, y⟩ ⟨hx, hy⟩
  change x ^ 2 + y ^ 2 ≤ (a + b) ^ 2
  nlinarith [mul_pos ha hb, sq_le_sq' hx.1 hx.2, sq_le_sq' hy.1 hy.2]
```

## (e) An antiderivative along a line

**Task.** For $c\ne0$ and real $y$, show that
$$y+\sqrt{c^2+y^2}>0,\qquad L_c'(y)=\frac{1}{\sqrt{c^2+y^2}} .$$

**Solution.** Write $s=\sqrt{c^2+y^2}$. Since $c\neq0$, $s>|y|\ge-y$, which gives the positivity. The chain rule then gives
$$L_c'(y)=\frac{1+y/s}{y+s}=\frac1s .$$

```lean
/-- For `c ≠ 0`, `y + √(c² + y²)` is positive and `lineLog c` has derivative `1/√(c² + y²)`. -/
theorem lineLog_deriv {c : ℝ} (hc : c ≠ 0) (y : ℝ) :
    0 < y + √(c ^ 2 + y ^ 2) ∧ HasDerivAt (lineLog c) (1 / √(c ^ 2 + y ^ 2)) y := by
  have hc2 : 0 < c ^ 2 := by positivity
  have hpos : 0 < c ^ 2 + y ^ 2 := by positivity
  have hs := (Real.sqrt_pos.2 hpos).ne'
  have hy : 0 < y + √(c ^ 2 + y ^ 2) := by
    have h := Real.sqrt_lt_sqrt (sq_nonneg y) (show y ^ 2 < c ^ 2 + y ^ 2 by linarith)
    rw [Real.sqrt_sq_eq_abs] at h
    linarith [neg_abs_le y]
  have h1 : HasDerivAt (fun y : ℝ => c ^ 2 + y ^ 2) (2 * y) y := by
    simpa using (hasDerivAt_pow 2 y).const_add (c ^ 2)
  refine ⟨hy, (((hasDerivAt_id' y).fun_add (h1.sqrt hpos.ne')).log hy.ne').congr_deriv ?_⟩
  have e : 2 * y / (2 * √(c ^ 2 + y ^ 2)) * √(c ^ 2 + y ^ 2) = y := by field_simp
  rw [div_eq_div_iff hy.ne' hs]
  linear_combination e
```

## (f) The difference between opposite endpoints

**Task.** For $c\neq0$, show that
$$L_c(y)-L_c(-y)=2\bigl(L_c(y)-\ln|c|\bigr).$$

**Solution.** With the same $s$, $(s+y)(s-y)=c^2$. Taking logarithms, $L_c(y)+L_c(-y)=2\ln|c|$, and eliminating $L_c(-y)$ gives the claim.

Mathlib's `Real.log` satisfies $\log c=\log|c|$ for negative $c$ too, so `Real.log x` in the code below stands for $\ln|x|$.

```lean
/-- For `c ≠ 0`, the difference of `lineLog c` between `y` and `-y` is
`2 (lineLog c y - ln |c|)`. -/
theorem lineLog_sub {c : ℝ} (hc : c ≠ 0) (y : ℝ) :
    lineLog c y - lineLog c (-y) = 2 * (lineLog c y - Real.log |c|) := by
  have hp := (lineLog_deriv hc (-y)).1
  rw [neg_sq] at hp
  have hl : lineLog c y + lineLog c (-y) = 2 * Real.log c := by
    rw [lineLog, lineLog, neg_sq, ← Real.log_mul (lineLog_deriv hc y).1.ne' hp.ne',
      show (y + √(c ^ 2 + y ^ 2)) * (-y + √(c ^ 2 + y ^ 2)) = c ^ 2 by
        linear_combination Real.sq_sqrt (show 0 ≤ c ^ 2 + y ^ 2 by positivity),
      Real.log_pow, Nat.cast_ofNat]
  rw [Real.log_abs]
  linarith
```

## (g) The rectangular cell

**Task.** For $a,b>0$ and $d=\sqrt{a^2+b^2}$, show that
$$\int_{-a}^{a}\!\int_{-b}^{b}K\,dy\,dx=4a\ln\frac{b+d}{a}+4b\ln\frac{a+d}{b}.$$

**Solution.** By (d), Fubini's theorem applies. For $x\ne0$, parts (e) and (f) give the inner integral
$$\int_{-b}^{b}\frac{dy}{\sqrt{x^2+y^2}}=2\bigl(L_x(b)-\ln|x|\bigr).$$
For the outer integral take
$$F(x)=xL_x(b)-x\ln|x|+bL_b(x).$$
With $s=\sqrt{x^2+b^2}$ and $x\neq0$,
$$F'(x)=L_x(b)-\ln|x|+\frac{x^2}{s(b+s)}-1+\frac bs .$$
Since $x^2=(s-b)(s+b)$, the third term is $1-b/s$, and the last three terms cancel. $F$ is continuous at $0$ because $x\ln|x|\to0$, so the integral is $2\,[F(a)-F(-a)]$. By (f), with $b$ in the place of $c$,
$$F(a)-F(-a)=2a\bigl(L_a(b)-\ln a\bigr)+2b\bigl(L_b(a)-\ln b\bigr).$$
Here $L_a(b)=\ln(b+d)$ and $L_b(a)=\ln(a+d)$, and doubling gives the target.

In the code, `hin` is the inner integral for almost every $x$, and `key` is the cancellation in $F'$. The theorem `integral_eq_of_hasDerivAt_off_countable` permits a continuous antiderivative that is not differentiable at the single point $x=0$.

```lean
/-- On-site Coulomb integral of a rectangular cell with half-sides `a, b > 0`. -/
theorem integral_cell {a b : ℝ} (ha : 0 < a) (hb : 0 < b) :
    ∫ p in cell a b, coulombKernel p =
      4 * a * Real.log ((b + √(a ^ 2 + b ^ 2)) / a) +
      4 * b * Real.log ((a + √(a ^ 2 + b ^ 2)) / b) := by
  have ha' : -a ≤ a := by linarith
  have hb' : -b ≤ b := by linarith
  refine (setIntegral_prod (μ := volume) (ν := volume) coulombKernel
    (integrableOn_cell ha hb)).trans ?_
  rw [integral_Icc_eq_integral_Ioc, ← intervalIntegral.integral_of_le ha']
  -- integrate over y on every line that misses the charge
  have hin : ∫ x in -a..a, (∫ y in Icc (-b) b, coulombKernel (x, y)) =
      ∫ x in -a..a, 2 * (lineLog x b - Real.log x) := by
    apply intervalIntegral.integral_congr_ae
    filter_upwards [compl_mem_ae_iff.2 (measure_singleton (μ := volume) (0 : ℝ))] with x hx _
    have hx0 : x ≠ 0 := by simpa using hx
    have hc : Continuous fun y : ℝ => 1 / √(x ^ 2 + y ^ 2) :=
      continuous_const.div (by fun_prop) fun y => (Real.sqrt_pos.2 (by positivity)).ne'
    rw [integral_Icc_eq_integral_Ioc, ← intervalIntegral.integral_of_le hb', ← Real.log_abs x,
      ← lineLog_sub hx0]
    exact intervalIntegral.integral_eq_sub_of_hasDerivAt
      (fun y _ => (lineLog_deriv hx0 y).2) (hc.intervalIntegrable _ _)
  have c1 : Continuous fun x => lineLog x b :=
    Continuous.log (by fun_prop) fun x => by positivity
  have c2 : Continuous (lineLog b) :=
    continuous_iff_continuousAt.2 fun x => (lineLog_deriv hb.ne' x).2.continuousAt
  -- the antiderivative in x is continuous through the charge
  have hout := integral_eq_of_hasDerivAt_off_countable
    (fun x => x * lineLog x b - x * Real.log x + b * lineLog b x)
    (fun x => lineLog x b - Real.log x) (a := -a) (b := a) (countable_singleton (0 : ℝ))
    (((continuous_id.mul c1).sub Real.continuous_mul_log).add
      (continuous_const.mul c2)).continuousOn
    (by
      rintro x ⟨-, hx⟩
      have hx0 : x ≠ 0 := by simpa using hx
      have hpos : 0 < x ^ 2 + b ^ 2 := by positivity
      have h1 : HasDerivAt (fun x : ℝ => x ^ 2 + b ^ 2) (2 * x) x := by
        simpa using (hasDerivAt_pow 2 x).add_const (b ^ 2)
      have h2 : HasDerivAt (fun x => lineLog x b) _ x :=
        ((h1.sqrt hpos.ne').const_add b).log (by positivity)
      have key : ∀ s : ℝ, 0 < s → s ^ 2 = x ^ 2 + b ^ 2 →
          x * (2 * x / (2 * s) / (b + s)) + b * (1 / s) = 1 := by
        intro s hs h
        have : b + s ≠ 0 := by positivity
        field_simp
        linear_combination -h
      refine ((((hasDerivAt_id' x).fun_mul h2).fun_sub ((hasDerivAt_id' x).fun_mul
        (Real.hasDerivAt_log hx0))).fun_add
        ((lineLog_deriv hb.ne' x).2.const_mul b)).congr_deriv ?_
      rw [add_comm (b ^ 2) (x ^ 2), mul_inv_cancel₀ hx0]
      linear_combination key _ (Real.sqrt_pos.2 hpos) (Real.sq_sqrt hpos.le))
    ((c1.intervalIntegrable _ _).sub intervalIntegral.intervalIntegrable_log')
  have he : lineLog (-a) b = lineLog a b := by simp only [lineLog, neg_sq]
  have hl := lineLog_sub hb.ne' a
  rw [abs_of_pos hb] at hl
  rw [hin, intervalIntegral.integral_const_mul, hout, he, Real.log_neg_eq_log,
    Real.log_div (by positivity) ha.ne', Real.log_div (by positivity) hb.ne']
  have e1 : Real.log (b + √(a ^ 2 + b ^ 2)) = lineLog a b := rfl
  have e2 : Real.log (a + √(a ^ 2 + b ^ 2)) = lineLog b a := by rw [lineLog, add_comm (b ^ 2)]
  rw [e1, e2]
  linear_combination 2 * b * hl
```

## (h) The square cell

**Task.** For a square of side $h>0$, show that
$$\int_{-h/2}^{h/2}\!\int_{-h/2}^{h/2}K\,dy\,dx=4h\ln(1+\sqrt2).$$

**Solution.** Set $a=b=h/2$ in (g). Then $d=\sqrt2\,h/2$, both logarithms equal $\ln(1+\sqrt2)$, and the prefactors add to $2h+2h=4h$.

```lean
/-- The on-site Coulomb integral of a square cell of side `h > 0` is `4h ln(1 + √2)`. -/
theorem integral_square {h : ℝ} (hh : 0 < h) :
    ∫ p in cell (h / 2) (h / 2), coulombKernel p = 4 * h * Real.log (1 + √2) := by
  have h2 : 0 < h / 2 := by positivity
  have e : (h / 2 + √2 * (h / 2)) / (h / 2) = 1 + √2 := by
    rw [div_eq_iff h2.ne']
    ring
  rw [integral_cell h2 h2, ← two_mul ((h / 2) ^ 2), Real.sqrt_mul zero_le_two,
    Real.sqrt_sq h2.le, e]
  ring
```

## (i) Square against disc

**Task.** For $h>0$, $R\ge0$ and a disc $D_R$ of area $h^2$, show that
$$\int_{-h/2}^{h/2}\!\int_{-h/2}^{h/2}K\,dy\,dx<\int_{D_R}K\,dx\,dy .$$

**Solution.** By (h) and (c), it suffices that $2\ln(1+\sqrt2)<\sqrt\pi$. First, $1+\sqrt2<2.415$. Five Taylor terms give
$$e^{0.886}\ge\sum_{k=0}^{4}\frac{0.886^k}{k!}>2.42,$$
so $\ln(1+\sqrt2)<0.886$. Finally $1.772^2<3.14<\pi$, so $2\ln(1+\sqrt2)<1.772<\sqrt\pi$. Multiplying by $2h>0$ gives the claim. Numerically, the values are about $3.525\,h$ and $3.545\,h$, an excess of roughly $0.55\,\%$ for every $h$.

If the area condition is removed, the inequality can fail. For $h=1$ and $R=1/2$, the inscribed disc gives $\pi\approx3.14$, which is less than the $3.525$ of the square. The example shows that $R$ needs some lower bound in terms of $h$, not that the areas must be exactly equal.

The steps `hs`, `hp`, `ht` and `hl` are the bounds on $\sqrt2$, $\sqrt\pi$, the exponential and the logarithm, with $0.886$ written as `443 / 500`.

```lean
/-- A disc with the same area `h²` as a square cell of side `h > 0` strictly overestimates
the on-site Coulomb integral of the square. -/
theorem square_lt_equal_area_disc {h R : ℝ} (hh : 0 < h) (hR : 0 ≤ R)
    (area : volume.real (disc R) = h ^ 2) :
    ∫ p in cell (h / 2) (h / 2), coulombKernel p < ∫ p in disc R, coulombKernel p := by
  rw [integral_square hh, integral_equal_area_disc hh hR area]
  have hs : √2 < 1.415 := (Real.sqrt_lt' (by norm_num)).2 (by norm_num)
  have hp : 1.772 < √π := Real.lt_sqrt_of_sq_lt (by linarith [Real.pi_gt_d4])
  -- five Taylor terms of exp separate the two constants
  have ht := Real.sum_le_exp_of_nonneg (show (0 : ℝ) ≤ 443 / 500 by norm_num) 5
  norm_num [Finset.sum_range_succ, Nat.factorial] at ht
  have hl : Real.log (1 + √2) < 443 / 500 :=
    (Real.log_lt_iff_lt_exp (by positivity)).2 (by linarith)
  have hk : 0 < 2 * √π - 4 * Real.log (1 + √2) := by linarith
  nlinarith [mul_pos hh hk]

end

end PlanarCoulombOnSite
```

```lean
#print axioms PlanarCoulombOnSite.square_lt_equal_area_disc
```

```
'PlanarCoulombOnSite.square_lt_equal_area_disc' depends on axioms: [propext, Classical.choice, Quot.sound]
```
